# A residual product of one sign at every grid point fixes the sign of the PAW local-exchange error

Suppose that the one-centre expansion in a PAW sphere is incomplete. PAW adds the exchange energies of two densities and subtracts that of a third. The result then generally differs from the exchange energy of the density obtained by combining the three in the same way. Knowing only that the expansion is incomplete does not tell whether the PAW value is too high or too low.

Let \(\tilde n\) be the smooth density in the sphere, \(n_1\) the one-centre all-electron density and \(m\) the one-centre smooth density. The full density is

\[
n=\tilde n+n_1-m .
\]

With a complete expansion \(\tilde n=m\), so \(\tilde n-m\) measures the incompleteness, while \(n_1-m\) is the one-centre correction. For local exchange and nonnegative densities on a common finite grid, the sign of the residual product \((\tilde n-m)(n_1-m)\) is the sign of the error at each point, where the error is the PAW value minus the value at the full density \(n\). If the product is nonnegative at every point, or nonpositive at every point, and the quadrature weights are nonnegative, the total error has the same weak sign. The average of the product over the grid does not suffice: it can be positive while the total error is negative.

In Lean 4 with Mathlib:

```lean
import Mathlib

namespace PAWExchangeIncompleteness

noncomputable section
```

## Local exchange and the error at one point

The exchange energy per volume at density \(x\ge 0\) is

\[
f(x)=-C\,x^{4/3},\qquad C>0 .
\]

The constant \(C\) sets the strength of exchange, and its positive sign means that exchange lowers the energy. For the spin-unpolarised electron gas in Hartree atomic units, \(C=\tfrac34(3/\pi)^{1/3}\); the results hold for any positive value.

```lean
/-- Local exchange energy per volume, `-C x^(4/3)`, at a density `x ≥ 0`. -/
def exchange (C x : ℝ) : ℝ := -C * x ^ (4 / 3 : ℝ)
```

At one grid point, PAW replaces \(f(n)\) by \(f(\tilde n)+f(n_1)-f(m)\). The error is therefore

\[
\Delta=f(\tilde n)+f(n_1)-f(m)-f(\tilde n+n_1-m).
\]

```lean
/-- Pointwise PAW error of a local functional `f`: smooth plus one-centre all-electron minus
one-centre smooth term, minus the value at the full density `nt + n₁ - m`. -/
def pointError (f : ℝ → ℝ) (nt n₁ m : ℝ) : ℝ :=
  f nt + f n₁ - f m - f (nt + n₁ - m)
```

In the code `nt` stands for \(\tilde n\), and `f` is an arbitrary real function, so `pointError` applies to any local functional of a single density.

## Energies on the grid

With quadrature weights \(w_i\), a density \(n_i\) has the energy

\[
E[n]=\sum_i w_i f(n_i).
\]

```lean
variable {ι : Type*} [Fintype ι]

/-- Energy of the density `n` on a grid with quadrature weights `w`. -/
def gridEnergy (f : ℝ → ℝ) (w n : ι → ℝ) : ℝ := ∑ i, w i * f (n i)
```

The PAW energy combines three such sums:

\[
E_{\rm PAW}=E[\tilde n]+E[n_1]-E[m].
\]

```lean
/-- PAW energy on the grid: the functional is evaluated separately on the smooth density `nt`,
the one-centre density `n₁` and the one-centre smooth density `m`. -/
def pawEnergy (f : ℝ → ℝ) (w nt n₁ m : ι → ℝ) : ℝ :=
  gridEnergy f w nt + gridEnergy f w n₁ - gridEnergy f w m
```

The finite type `ι` labels the grid points, and densities and weights are functions `ι → ℝ`. All three densities share one grid, an idealisation of codes that put the smooth density on a regular grid and the one-centre densities on a radial one. The densities are given data: their construction from partial waves, and their self-consistent response to the error, do not enter. Gradient corrections, correlation and spin polarisation are also left out.

## Spreading a pair of densities lowers the energy

Let \(f\) be strictly concave on \([0,\infty)\), and let \(x+y=u+v\) with \(0\le x<u\) and \(x<v\). Then \(y-x=(u-x)+(v-x)>0\). Define

\[
s=\frac{v-x}{y-x},\qquad t=\frac{u-x}{y-x}.
\]

Both are positive and \(s+t=1\). Moreover \(u=sx+ty\) and \(v=tx+sy\), so strict concavity gives

\[
s f(x)+t f(y)<f(u),\qquad t f(x)+s f(y)<f(v).
\]

Adding the two inequalities yields \(f(x)+f(y)<f(u)+f(v)\).

```lean
/-- For a strictly concave functional, of two pairs of nonnegative densities with equal sums,
the outer pair `x, y` has a lower total energy than the inner pair `u, v`. -/
theorem outer_lt_inner {f : ℝ → ℝ} (hf : StrictConcaveOn ℝ (Set.Ici 0) f)
    {x y u v : ℝ} (hx : 0 ≤ x) (hu : x < u) (hv : x < v) (h : x + y = u + v) :
    f x + f y < f u + f v := by
  have hd : 0 < y - x := by linarith
  have hy : y ∈ Set.Ici (0 : ℝ) := Set.mem_Ici.mpr (by linarith)
  have hne : x ≠ y := (by linarith : x < y).ne
  -- the inner densities are mixtures of the outer ones with exchanged weights s and t
  obtain ⟨s, hs⟩ : ∃ s, s = (v - x) / (y - x) := ⟨_, rfl⟩
  obtain ⟨t, ht⟩ : ∃ t, t = (u - x) / (y - x) := ⟨_, rfl⟩
  have hs0 : 0 < s := by rw [hs]; exact div_pos (by linarith) hd
  have ht0 : 0 < t := by rw [ht]; exact div_pos (by linarith) hd
  have hsm : s * (y - x) = v - x := by rw [hs]; exact div_mul_cancel₀ _ hd.ne'
  have htm : t * (y - x) = u - x := by rw [ht]; exact div_mul_cancel₀ _ hd.ne'
  have hst : s + t = 1 := by
    apply mul_right_cancel₀ hd.ne'
    linear_combination hsm + htm - h
  have h1 := hf.2 (Set.mem_Ici.mpr hx) hy hne hs0 ht0 hst
  have h2 := hf.2 (Set.mem_Ici.mpr hx) hy hne ht0 hs0 (by linarith)
  have e1 : s * x + t * y = u := by linear_combination x * hst + htm
  have e2 : t * x + s * y = v := by linear_combination x * hst + hsm
  simp only [smul_eq_mul] at h1 h2
  rw [e1] at h1
  rw [e2] at h2
  linear_combination h1 + h2 - (f x + f y) * hst
```

The hypothesis `StrictConcaveOn ℝ (Set.Ici 0) f` is strict concavity on \([0,\infty)\). The inequalities `h1` and `h2` are the two displayed above, `e1` and `e2` identify the mixtures with \(u\) and \(v\), and the last `linear_combination` adds them.

## The sign law at a point

Since \(\tilde n+n_1=m+n\), the error compares two pairs with equal sums. The order of the densities decides which pair is the outer one.

- If \(\tilde n\) and \(n_1\) both lie below \(m\), then \(n\) lies below both. The outer pair is \((n,m)\), so \(f(n)+f(m)<f(\tilde n)+f(n_1)\) and \(\Delta>0\).
- If both lie above \(m\), the outer pair is \((m,n)\), and again \(\Delta>0\).
- If \(m\) lies strictly between them, so does \(n\). The outer pair is \((\tilde n,n_1)\), in one order or the other, and \(\Delta<0\).
- If \(\tilde n=m\), then \(n=n_1\) and all terms cancel; if \(n_1=m\), then \(n=\tilde n\) and they cancel too. In both cases \(\Delta=0\).

These are the signs of the product:

\[
\operatorname{sign}\Delta=\operatorname{sign}\big[(\tilde n-m)(n_1-m)\big].
\]

```lean
/-- For a strictly concave local functional and nonnegative densities, the pointwise PAW error
has exactly the sign of the residual product `(nt - m) (n₁ - m)`. -/
theorem sign_pointError {f : ℝ → ℝ} (hf : StrictConcaveOn ℝ (Set.Ici 0) f)
    {nt n₁ m : ℝ} (hnt : 0 ≤ nt) (hn₁ : 0 ≤ n₁) (hm : 0 ≤ m) (hn : 0 ≤ nt + n₁ - m) :
    SignType.sign (pointError f nt n₁ m) = SignType.sign ((nt - m) * (n₁ - m)) := by
  rcases lt_trichotomy nt m with h | h | h
  · rcases lt_trichotomy n₁ m with k | k | k
    · -- both below m: the full density and m are the outer pair
      have q := outer_lt_inner hf (y := m) (u := nt) (v := n₁) hn
        (by linarith) (by linarith) (by ring)
      have hp : 0 < (nt - m) * (n₁ - m) :=
        mul_pos_of_neg_of_neg (by linarith) (by linarith)
      have he : 0 < pointError f nt n₁ m := by unfold pointError; linarith
      rw [sign_pos he, sign_pos hp]
    · subst k
      simp [pointError]
    · -- m lies between: nt and n₁ are the outer pair
      have q := outer_lt_inner hf (y := n₁) (u := m) (v := nt + n₁ - m) hnt
        h (by linarith) (by ring)
      have hp : (nt - m) * (n₁ - m) < 0 :=
        mul_neg_of_neg_of_pos (by linarith) (by linarith)
      have he : pointError f nt n₁ m < 0 := by unfold pointError; linarith
      rw [sign_neg he, sign_neg hp]
  · subst h
    simp [pointError]
  · rcases lt_trichotomy n₁ m with k | k | k
    · have q := outer_lt_inner hf (y := nt) (u := m) (v := nt + n₁ - m) hn₁
        k (by linarith) (by ring)
      have hp : (nt - m) * (n₁ - m) < 0 :=
        mul_neg_of_pos_of_neg (by linarith) (by linarith)
      have he : pointError f nt n₁ m < 0 := by unfold pointError; linarith
      rw [sign_neg he, sign_neg hp]
    · subst k
      simp [pointError]
    · have q := outer_lt_inner hf (y := nt + n₁ - m) (u := nt) (v := n₁) hm
        h k (by ring)
      have hp : 0 < (nt - m) * (n₁ - m) := mul_pos (by linarith) (by linarith)
      have he : 0 < pointError f nt n₁ m := by unfold pointError; linarith
      rw [sign_pos he, sign_pos hp]
```

`SignType.sign` takes the values negative, zero and positive, so one equation contains the strict inequalities and the case of zero error. The nested `lt_trichotomy` splits produce the orderings listed above, and each strict case calls `outer_lt_inner` with its outer pair. The hypothesis `hn` keeps the full density in the domain of \(f\); it is used only when both densities lie below \(m\).

## Local exchange is strictly concave

The derivative of \(x^{4/3}\) is \(\tfrac43x^{1/3}\), which increases strictly on \([0,\infty)\). Hence \(x^{4/3}\) is strictly convex there, and multiplication by \(-C<0\) makes it strictly concave.

```lean
/-- Local exchange with `C > 0` is strictly concave in the nonnegative density. -/
theorem exchange_strictConcave {C : ℝ} (hC : 0 < C) :
    StrictConcaveOn ℝ (Set.Ici 0) (exchange C) := by
  refine ⟨convex_Ici 0, fun x hx y hy hxy a b ha hb hab => ?_⟩
  have h := (strictConvexOn_rpow (p := 4 / 3) (by norm_num)).2 hx hy hxy ha hb hab
  simp only [smul_eq_mul, exchange] at h ⊢
  have h' := mul_lt_mul_of_pos_left h hC
  linear_combination h'
```

The proof takes the strict convexity of the power from Mathlib, multiplies the inequality by \(C\) and changes its sign.

## From points to the sphere

Both energies are linear in the values of \(f\) at the grid points, so their difference can be collected point by point:

\[
E_{\rm PAW}-E[n]=\sum_i w_i\Delta_i .
\]

```lean
/-- The PAW energy minus the energy of the full density is the weighted sum of the
pointwise errors. -/
theorem pawEnergy_sub (f : ℝ → ℝ) (w nt n₁ m : ι → ℝ) :
    pawEnergy f w nt n₁ m - gridEnergy f w (nt + n₁ - m)
      = ∑ i, w i * pointError f (nt i) (n₁ i) (m i) := by
  simp only [pawEnergy, gridEnergy, pointError, Pi.add_apply, Pi.sub_apply, mul_add, mul_sub,
    Finset.sum_add_distrib, Finset.sum_sub_distrib]
```

If every product \((\tilde n_i-m_i)(n_{1,i}-m_i)\) is nonnegative, every \(\Delta_i\) is nonnegative. With \(w_i\ge0\) the sum is then nonnegative, and \(E_{\rm PAW}\ge E[n]\). If every product is nonpositive, the same argument gives \(E_{\rm PAW}\le E[n]\).

```lean
/-- For nonnegative weights and densities and `C > 0`, the PAW exchange energy is at least the
exchange energy of the full density if the residual product is nonnegative at every grid point,
and at most that energy if the product is nonpositive at every grid point. -/
theorem paw_exchange_error_sign {C : ℝ} (hC : 0 < C) {w nt n₁ m : ι → ℝ}
    (hw : ∀ i, 0 ≤ w i) (hnt : ∀ i, 0 ≤ nt i) (hn₁ : ∀ i, 0 ≤ n₁ i) (hm : ∀ i, 0 ≤ m i)
    (hn : ∀ i, 0 ≤ nt i + n₁ i - m i) :
    ((∀ i, 0 ≤ (nt i - m i) * (n₁ i - m i)) →
      gridEnergy (exchange C) w (nt + n₁ - m) ≤ pawEnergy (exchange C) w nt n₁ m) ∧
    ((∀ i, (nt i - m i) * (n₁ i - m i) ≤ 0) →
      pawEnergy (exchange C) w nt n₁ m ≤ gridEnergy (exchange C) w (nt + n₁ - m)) := by
  have hs := fun i =>
    sign_pointError (exchange_strictConcave hC) (hnt i) (hn₁ i) (hm i) (hn i)
  constructor
  · intro h
    rw [← sub_nonneg, pawEnergy_sub]
    refine Finset.sum_nonneg fun i _ => mul_nonneg (hw i) (sign_nonneg_iff.mp ?_)
    rw [hs i]
    exact sign_nonneg_iff.mpr (h i)
  · intro h
    rw [← sub_nonpos, pawEnergy_sub]
    refine Finset.sum_nonpos fun i _ =>
      mul_nonpos_of_nonneg_of_nonpos (hw i) (sign_nonpos_iff.mp ?_)
    rw [hs i]
    exact sign_nonpos_iff.mpr (h i)
```

The two implications are the two halves of the conjunction. Each proof rewrites the energy difference as the weighted sum and reads the sign of each term from `hs`, the pointwise law. The reference is the local exchange energy of the reconstructed density \(n\), not that of a calculation with a complete expansion. For local exchange and fixed densities on a common grid, a residual product that is nowhere negative thus shows that PAW exchange does not lie below that reference, and one that is nowhere positive shows that it does not lie above. If the product takes both signs, the theorem gives no conclusion.

## When PAW exchange is exact

Let all weights be positive and all products nonnegative. A sum of nonnegative terms \(w_i\Delta_i\) vanishes only if each term does. Since \(w_i>0\), this means \(\Delta_i=0\), which by the sign law means that the product at \(i\) is zero. Conversely, if all products vanish, every \(\Delta_i\) vanishes and so does the total error.

```lean
/-- For positive weights, nonnegative densities, `C > 0` and residual products that are nowhere
negative, PAW exchange is exact if and only if the product vanishes at every grid point. -/
theorem paw_exchange_exact_iff {C : ℝ} (hC : 0 < C) {w nt n₁ m : ι → ℝ}
    (hw : ∀ i, 0 < w i) (hnt : ∀ i, 0 ≤ nt i) (hn₁ : ∀ i, 0 ≤ n₁ i) (hm : ∀ i, 0 ≤ m i)
    (hn : ∀ i, 0 ≤ nt i + n₁ i - m i) (hp : ∀ i, 0 ≤ (nt i - m i) * (n₁ i - m i)) :
    pawEnergy (exchange C) w nt n₁ m = gridEnergy (exchange C) w (nt + n₁ - m) ↔
      ∀ i, (nt i - m i) * (n₁ i - m i) = 0 := by
  have hs := fun i =>
    sign_pointError (exchange_strictConcave hC) (hnt i) (hn₁ i) (hm i) (hn i)
  have h0 : ∀ i, 0 ≤ pointError (exchange C) (nt i) (n₁ i) (m i) := fun i =>
    sign_nonneg_iff.mp (by rw [hs i]; exact sign_nonneg_iff.mpr (hp i))
  -- a sum of nonnegative errors vanishes only term by term
  rw [← sub_eq_zero, pawEnergy_sub,
    Finset.sum_eq_zero_iff_of_nonneg (fun i _ => mul_nonneg (hw i).le (h0 i))]
  constructor
  · intro h i
    have he := (mul_eq_zero.mp (h i (Finset.mem_univ i))).resolve_left (hw i).ne'
    exact sign_eq_zero_iff.mp (by rw [← hs i, he, sign_zero])
  · intro h i _
    have he : pointError (exchange C) (nt i) (n₁ i) (m i) = 0 :=
      sign_eq_zero_iff.mp (by rw [hs i, h i, sign_zero])
    rw [he, mul_zero]
```

When no product is negative, exactness thus requires \(\tilde n_i=m_i\) or \(n_{1,i}=m_i\) at each point: either the one-centre smooth density agrees with the smooth density there, or the one-centre correction vanishes there. Agreement at a point does not mean that the expansion is complete. `Finset.sum_eq_zero_iff_of_nonneg` supplies the term-by-term step.

## A positive average with a negative error

A two-point example shows that a positive weighted sum of the products does not ensure a nonnegative error. Its densities are perfect cubes, for which the fractional power becomes an integer one. If \(x=t^3\) with \(t\ge0\), then

\[
f(x)=-C\,(t^3)^{4/3}=-C\,t^4 .
\]

```lean
/-- At a density `x = t³` with `t ≥ 0` the exchange energy per volume is `-C t⁴`. -/
theorem exchange_cube (C : ℝ) {x t : ℝ} (ht : 0 ≤ t) (hx : x = t ^ 3) :
    exchange C x = -C * t ^ 4 := by
  have h : (t ^ 3) ^ (4 / 3 : ℝ) = t ^ 4 := by
    rw [← Real.rpow_natCast t 3, ← Real.rpow_natCast t 4, ← Real.rpow_mul ht]
    congr 1
    norm_num
  rw [exchange, hx, h]
```

The first point has weight 32, the second weight 1. The densities, in arbitrary units, are chosen for exact arithmetic and are not meant to be typical of a PAW calculation:

| point | \(\tilde n\) | \(n_1\) | \(m\) | \(n\) |
|---|---|---|---|---|
| first | \(1^3\) | \(12^3\) | \(9^3\) | \(10^3\) |
| second | \(18^3\) | \(20^3\) | \(2^3\) | \(24^3\) |

The pointwise errors are

\[
\begin{aligned}
\Delta_{\rm first}&=-C(1+20736-6561-10000)=-4176\,C,\\
\Delta_{\rm second}&=-C(104976+160000-16-331776)=66816\,C .
\end{aligned}
\]

The weighted sum of the products is

\[
32(-728)(999)+(5824)(7992)=23\,272\,704>0,
\]

whereas the PAW error is

\[
32(-4176\,C)+66816\,C=-66816\,C<0 .
\]

```lean
/-- On this two-point grid, with `C > 0`, the weighted sum of the residual products is positive
and yet the PAW exchange energy lies below that of the full density. -/
theorem average_sign_insufficient {C : ℝ} (hC : 0 < C) :
    0 < 32 * (((1 : ℝ) - 729) * (1728 - 729)) + 1 * ((5832 - 8) * (8000 - 8)) ∧
    pawEnergy (exchange C) ![32, 1] ![1, 5832] ![1728, 8000] ![729, 8]
      < gridEnergy (exchange C) ![32, 1]
          (![1, 5832] + ![1728, 8000] - ![729, 8]) := by
  refine ⟨by norm_num, ?_⟩
  -- all densities are cubes, so the two pointwise errors are exact
  have e1 : pointError (exchange C) 1 1728 729 = -4176 * C := by
    unfold pointError
    rw [exchange_cube C (x := 1) (t := 1) (by norm_num) (by norm_num),
      exchange_cube C (x := 1728) (t := 12) (by norm_num) (by norm_num),
      exchange_cube C (x := 729) (t := 9) (by norm_num) (by norm_num),
      exchange_cube C (x := 1 + 1728 - 729) (t := 10) (by norm_num) (by norm_num)]
    ring
  have e2 : pointError (exchange C) 5832 8000 8 = 66816 * C := by
    unfold pointError
    rw [exchange_cube C (x := 5832) (t := 18) (by norm_num) (by norm_num),
      exchange_cube C (x := 8000) (t := 20) (by norm_num) (by norm_num),
      exchange_cube C (x := 8) (t := 2) (by norm_num) (by norm_num),
      exchange_cube C (x := 5832 + 8000 - 8) (t := 24) (by norm_num) (by norm_num)]
    ring
  rw [← sub_neg, pawEnergy_sub, Fin.sum_univ_two]
  change 32 * pointError (exchange C) 1 1728 729
    + 1 * pointError (exchange C) 5832 8000 8 < 0
  rw [e1, e2]
  linarith

end

end PAWExchangeIncompleteness
```

The vectors `![32, 1]`, `![1, 5832]`, `![1728, 8000]` and `![729, 8]` hold the weights, \(\tilde n\), \(n_1\) and \(m\). The equations `e1` and `e2` are the two pointwise errors, obtained with `exchange_cube`, and `Fin.sum_univ_two` writes out the sum over the grid.

```lean
#print axioms PAWExchangeIncompleteness.paw_exchange_error_sign
#print axioms PAWExchangeIncompleteness.paw_exchange_exact_iff
#print axioms PAWExchangeIncompleteness.average_sign_insufficient
```

```
'PAWExchangeIncompleteness.paw_exchange_error_sign' depends on axioms: [propext, Classical.choice, Quot.sound]
'PAWExchangeIncompleteness.paw_exchange_exact_iff' depends on axioms: [propext, Classical.choice, Quot.sound]
'PAWExchangeIncompleteness.average_sign_insufficient' depends on axioms: [propext, Classical.choice, Quot.sound]
```
